# All-or-nothing S² invariance for selected determinants of singly occupied orbitals with a fixed number of up spins

A determinant is represented here by the set $A$ of orbitals that carry an up spin. This suffices because each of the $n$ spatial orbitals, which are orthonormal and the same for both spins, holds exactly one electron. With spin orbitals ordered by spatial orbital, spin operators produce no fermionic signs. Another ordering would change only the signs of determinants, not their spans.

```lean
import Mathlib

open Complex

namespace SelectedCISpin

noncomputable section

variable {n : ℕ}
```

A state $\psi$ assigns a complex amplitude $\psi(A)$ to each set; it need not be normalised. Lean's `Fin n` labels the orbitals $0,\dots,n-1$.

```lean
/-- Spin states of `n` singly occupied orbitals: an amplitude for each set of up-spin orbitals. -/
abbrev SpinState (n : ℕ) := Finset (Fin n) → ℂ
```

Write $f_iA$ for $A$ with the spin in orbital $i$ reversed, and $\tau_{ij}A$ for $A$ with the spins in $i$ and $j$ interchanged.

```lean
/-- Reverse the spin in orbital `i`. -/
def flipSpin (i : Fin n) (A : Finset (Fin n)) : Finset (Fin n) := symmDiff A {i}

/-- Interchange the spins in orbitals `i` and `j`. -/
def swapSpins (i j : Fin n) (A : Finset (Fin n)) : Finset (Fin n) :=
  A.map (Equiv.swap i j).toEmbedding
```

Every elementary operator has the form $(O\psi)(A)=c(A)\,\psi(fA)$, with a coefficient $c$ and a map $f$ on sets.

```lean
/-- The operator whose output amplitude at `A` is `c A` times the input amplitude at `f A`. -/
def configOp (c : Finset (Fin n) → ℂ) (f : Finset (Fin n) → Finset (Fin n)) :
    Module.End ℂ (SpinState n) where
  toFun ψ A := c A * ψ (f A)
  map_add' ψ φ := funext fun A => by simp only [Pi.add_apply]; ring
  map_smul' a ψ := funext fun A => by
    simp only [Pi.smul_apply, smul_eq_mul, RingHom.id_apply]; ring
```

The spin-1/2 matrices, in units of $\hbar$, become three such operators for each orbital.

```lean
/-- The x component of the spin in orbital `i`, in units of ħ. -/
def sx (i : Fin n) : Module.End ℂ (SpinState n) := configOp (fun _ => 1 / 2) (flipSpin i)

/-- The y component of the spin in orbital `i`, in units of ħ. -/
def sy (i : Fin n) : Module.End ℂ (SpinState n) :=
  configOp (fun A => if i ∈ A then -I / 2 else I / 2) (flipSpin i)

/-- The z component of the spin in orbital `i`, in units of ħ. -/
def sz (i : Fin n) : Module.End ℂ (SpinState n) :=
  configOp (fun A => if i ∈ A then 1 / 2 else -1 / 2) id
```

The exchange is $(P_{ij}\psi)(A)=\psi(\tau_{ij}A)$. The scalar product $\mathbf s_i\cdot\mathbf s_j$ and the total $S^2$ are built from the components, so the exchange formula is not put in by definition.

```lean
/-- The spin exchange `P_ij`. -/
def exchange (i j : Fin n) : Module.End ℂ (SpinState n) := configOp (fun _ => 1) (swapSpins i j)

/-- The scalar product of the spins in orbitals `i` and `j`. -/
def spinDot (i j : Fin n) : Module.End ℂ (SpinState n) := sx i * sx j + sy i * sy j + sz i * sz j

/-- The total spin operator `S² = S_x² + S_y² + S_z²`. -/
def totalSpinSq : Module.End ℂ (SpinState n) :=
  (∑ i, sx i) ^ 2 + (∑ i, sy i) ^ 2 + (∑ i, sz i) ^ 2
```

The determinant $D_A$ has amplitude 1 at $A$ and 0 elsewhere. A selection $F$ is a finite family of sets, its selected space is the complex span of the corresponding $D_A$, and `SpinInvariant F` says that $S^2$ maps this space into itself.

```lean
/-- The determinant with up spins exactly in the orbitals of `A`. -/
def det (A : Finset (Fin n)) : SpinState n := Pi.single A 1

/-- The space spanned by a selected family of determinants. -/
def selectedSpace (F : Finset (Finset (Fin n))) : Submodule ℂ (SpinState n) :=
  Submodule.span ℂ (det '' (F : Set (Finset (Fin n))))

/-- `S²` maps the selected space into itself. -/
def SpinInvariant (F : Finset (Finset (Fin n))) : Prop :=
  ∀ ψ ∈ selectedSpace F, totalSpinSq ψ ∈ selectedSpace F
```

## (a) One spin flip

**Task.** Show that $i\in f_iA\iff i\notin A$, and that $l\in f_iA\iff l\in A$ for $l\ne i$.

**Solution.** The set $f_iA$ is the symmetric difference of $A$ and $\{i\}$. It contains $l$ when exactly one of $l\in A$ and $l=i$ holds, which gives both claims.

```lean
/-- A spin flip in orbital `i` reverses that spin and leaves every other spin alone. -/
theorem mem_flipSpin (i : Fin n) (A : Finset (Fin n)) :
    (i ∈ flipSpin i A ↔ i ∉ A) ∧ ∀ l, l ≠ i → (l ∈ flipSpin i A ↔ l ∈ A) := by
  constructor
  · simp [flipSpin, Finset.mem_symmDiff]
  · intro l hl
    simp [flipSpin, Finset.mem_symmDiff, hl]
```

## (b) Exchange in terms of flips

**Task.** Show that $\tau_{ij}A=A$ for equal spins in $i$ and $j$, and $\tau_{ij}A=f_jf_iA$ for opposite spins.

**Solution.** Orbital $i$ receives the old spin of $j$, and conversely; all others keep theirs. Equal spins therefore stay put, while opposite spins are both reversed. The proof checks membership of $l$ for $l=i$, $l=j$ and all other $l$.

```lean
/-- Exchanging equal spins changes nothing; exchanging opposite spins flips both. -/
theorem swapSpins_eq (i j : Fin n) (A : Finset (Fin n)) :
    ((i ∈ A ↔ j ∈ A) → swapSpins i j A = A) ∧
    (¬(i ∈ A ↔ j ∈ A) → swapSpins i j A = flipSpin j (flipSpin i A)) := by
  constructor <;> intro h <;> ext l <;>
    rw [swapSpins, Finset.mem_map_equiv, Equiv.symm_swap]
  · by_cases hi : l = i
    · rw [hi, Equiv.swap_apply_left]; exact h.symm
    by_cases hj : l = j
    · rw [hj, Equiv.swap_apply_right]; exact h
    rw [Equiv.swap_apply_of_ne_of_ne hi hj]
  · have hij : i ≠ j := fun e => h (by rw [e])
    by_cases hi : l = i
    · rw [hi, Equiv.swap_apply_left, (mem_flipSpin j _).2 i hij, (mem_flipSpin i A).1]
      tauto
    by_cases hj : l = j
    · rw [hj, Equiv.swap_apply_right, (mem_flipSpin j _).1, (mem_flipSpin i A).2 j hij.symm]
      tauto
    rw [Equiv.swap_apply_of_ne_of_ne hi hj, (mem_flipSpin j _).2 l hj, (mem_flipSpin i A).2 l hi]
```

## (c) Two distinct orbitals

**Task.** For $i\neq j$, show that
$$\mathbf s_i\cdot\mathbf s_j=\tfrac12P_{ij}-\tfrac14 .$$

**Solution.** Put $A'=f_jf_iA$. The $x$ term gives $\tfrac14\psi(A')$. The $y$ term gives $-\tfrac14\psi(A')$ for parallel spins and $+\tfrac14\psi(A')$ for antiparallel ones. The $z$ term gives $\pm\tfrac14\psi(A)$, with plus for parallel spins. The sums are
$$\text{parallel: }\tfrac14\psi(A),\qquad \text{antiparallel: }\tfrac12\psi(A')-\tfrac14\psi(A).$$
By (b), both equal $\tfrac12\psi(\tau_{ij}A)-\tfrac14\psi(A)$. Lean treats the four spin patterns separately and uses $I^2=-1$ in each.

```lean
/-- The Dirac exchange identity for two distinct orbitals: `s_i · s_j = P_ij / 2 - 1 / 4`. -/
theorem spinDot_of_ne {i j : Fin n} (h : i ≠ j) :
    spinDot i j = (1 / 2 : ℂ) • exchange i j - (1 / 4 : ℂ) • 1 := by
  refine LinearMap.ext fun ψ => funext fun A => ?_
  have hm := (mem_flipSpin i A).2 j h.symm
  simp only [spinDot, sx, sy, sz, exchange, configOp, LinearMap.add_apply, LinearMap.sub_apply,
    LinearMap.smul_apply, Module.End.mul_apply, Module.End.one_apply, LinearMap.coe_mk,
    AddHom.coe_mk, Pi.add_apply, Pi.sub_apply, Pi.smul_apply, smul_eq_mul, id_eq, hm]
  -- parallel spins leave the set alone, antiparallel spins are both flipped
  by_cases hi : i ∈ A <;> by_cases hj : j ∈ A
  · rw [(swapSpins_eq i j A).1 (by tauto)]
    simp only [hi, hj, if_true]
    linear_combination (ψ (flipSpin j (flipSpin i A)) / 4) * I_sq
  · rw [(swapSpins_eq i j A).2 (by tauto)]
    simp only [hi, hj, if_true, if_false]
    linear_combination (-ψ (flipSpin j (flipSpin i A)) / 4) * I_sq
  · rw [(swapSpins_eq i j A).2 (by tauto)]
    simp only [hi, hj, if_true, if_false]
    linear_combination (-ψ (flipSpin j (flipSpin i A)) / 4) * I_sq
  · rw [(swapSpins_eq i j A).1 (by tauto)]
    simp only [hi, hj, if_false]
    linear_combination (ψ (flipSpin j (flipSpin i A)) / 4) * I_sq
```

## (d) One orbital with itself

**Task.** Show that $\mathbf s_i\cdot\mathbf s_i=\tfrac34$.

**Solution.** Two flips restore $A$. The $x$ and $z$ terms each give $\tfrac14$. In the $y$ term the first flip reverses the spin, so the coefficients are opposite and their product is $(-I/2)(I/2)=\tfrac14$.

```lean
/-- The squared spin in a single orbital is `3 / 4`. -/
theorem spinDot_self (i : Fin n) : spinDot i i = (3 / 4 : ℂ) • 1 := by
  refine LinearMap.ext fun ψ => funext fun A => ?_
  have hm := (mem_flipSpin i A).1
  have hf : flipSpin i (flipSpin i A) = A := by simp [flipSpin]
  simp only [spinDot, sx, sy, sz, configOp, LinearMap.add_apply, LinearMap.smul_apply,
    Module.End.mul_apply, Module.End.one_apply, LinearMap.coe_mk, AddHom.coe_mk, Pi.add_apply,
    Pi.smul_apply, smul_eq_mul, id_eq, hm, hf]
  by_cases hi : i ∈ A <;>
    simp only [hi, not_true_eq_false, not_false_eq_true, if_true, if_false] <;>
    linear_combination (-ψ A / 4) * I_sq
```

## (e) The total spin

**Task.** Show that
$$S^2=\Bigl(n-\frac{n^2}{4}\Bigr)\mathbf 1+\sum_{i<j}P_{ij}.$$

**Solution.** Expand the squares and use (c), (d) and $P_{ij}=P_{ji}$:
$$S^2=\sum_{i,j}\mathbf s_i\cdot\mathbf s_j=\frac{3n}{4}+2\sum_{i<j}\Bigl(\frac{P_{ij}}2-\frac14\Bigr)=\frac{3n}{4}-\frac{n(n-1)}{4}+\sum_{i<j}P_{ij}.$$
The constants combine to $n-n^2/4$. Lean organises the same sum by proving $P_{ii}=1$ and splitting all pairs into $i=j$, $i<j$ and $j<i$. The identity holds on the whole spin space.

```lean
/-- `S²` equals the constant `n - n² / 4` plus the sum of all spin exchanges with `i < j`. -/
theorem totalSpinSq_eq : (totalSpinSq : Module.End ℂ (SpinState n)) =
    ((n : ℂ) - (n : ℂ) ^ 2 / 4) • 1 + ∑ i, ∑ j with i < j, exchange i j := by
  have h1 : ∀ i : Fin n, exchange i i = 1 := fun i =>
    LinearMap.ext fun ψ => funext fun A => by
      simp only [exchange, configOp, LinearMap.coe_mk, AddHom.coe_mk, one_mul,
        Module.End.one_apply, (swapSpins_eq i i A).1 Iff.rfl]
  have hc : ∀ i j : Fin n, exchange i j = exchange j i := fun i j => by
    have e : swapSpins i j = swapSpins j i :=
      funext fun A => by simp only [swapSpins, Equiv.swap_comm i j]
    rw [exchange, exchange, e]
  have hd : ∀ i j : Fin n, spinDot i j = (1 / 2 : ℂ) • exchange i j - (1 / 4 : ℂ) • 1 +
      (if i = j then (1 / 2 : ℂ) • 1 else 0) := fun i j => by
    by_cases h : i = j
    · rw [if_pos h, ← h, spinDot_self, h1]; module
    · rw [if_neg h, spinDot_of_ne h, add_zero]
  -- split the double sum into diagonal, upper and lower parts
  have hP : ∀ i j : Fin n, exchange i j = (if i = j then 1 else 0) +
      (if i < j then exchange i j else 0) + (if j < i then exchange j i else 0) := fun i j => by
    rcases lt_trichotomy i j with h | h | h
    · rw [if_neg h.ne, if_pos h, if_neg h.not_gt, zero_add, add_zero]
    · rw [← h, if_pos rfl, if_neg (lt_irrefl i), h1, add_zero, add_zero]
    · rw [if_neg h.ne', if_neg h.not_gt, if_pos h, zero_add, zero_add, hc]
  have h3 : ∑ i : Fin n, ∑ j : Fin n, (if j < i then exchange j i else 0) =
      ∑ i : Fin n, ∑ j : Fin n, (if i < j then exchange i j else 0) := Finset.sum_comm
  have hsum : ∑ i : Fin n, ∑ j : Fin n, exchange i j =
      (n : ℂ) • 1 + (2 : ℂ) • ∑ i : Fin n, ∑ j with i < j, exchange i j := by
    refine (Finset.sum_congr rfl fun i _ => Finset.sum_congr rfl fun j _ => hP i j).trans ?_
    simp only [Finset.sum_add_distrib]
    rw [h3]
    simp only [Finset.sum_filter, Finset.sum_ite_eq, Finset.mem_univ, if_true, Finset.sum_const,
      Finset.card_univ, Fintype.card_fin, ← Nat.cast_smul_eq_nsmul ℂ]
    module
  have hS : (totalSpinSq : Module.End ℂ (SpinState n)) = ∑ i, ∑ j, spinDot i j := by
    simp only [totalSpinSq, spinDot, sq, Finset.sum_mul_sum, Finset.sum_add_distrib]
  rw [hS]
  simp only [hd, Finset.sum_add_distrib, Finset.sum_sub_distrib, ← Finset.smul_sum]
  rw [hsum]
  simp only [Finset.sum_ite_eq, Finset.mem_univ, if_true, Finset.sum_const,
    Finset.card_univ, Fintype.card_fin, ← Nat.cast_smul_eq_nsmul ℂ]
  module
```

## (f) Membership in the selected space

**Task.** Show that $\psi$ lies in the selected space exactly when $\psi(B)=0$ for every $B\notin F$.

**Solution.** Each selected determinant vanishes outside $F$, and so does every linear combination of them. Conversely, if $\psi$ vanishes there, then $\psi=\sum_{A\in F}\psi(A)D_A$.

```lean
/-- A state lies in the selected space exactly when its amplitudes vanish outside the selection. -/
theorem mem_selectedSpace {F : Finset (Finset (Fin n))} {ψ : SpinState n} :
    ψ ∈ selectedSpace F ↔ ∀ B, B ∉ F → ψ B = 0 := by
  constructor
  · intro h B hB
    induction h using Submodule.span_induction with
    | mem x hx =>
      obtain ⟨A, hA, rfl⟩ := hx
      have hne : B ≠ A := fun e => hB (by rw [e]; exact Finset.mem_coe.1 hA)
      simp [det, hne]
    | zero => rfl
    | add x y _ _ hx hy => simp [hx, hy]
    | smul c x _ hx => simp [hx]
  · intro h
    have e : ψ = ∑ A ∈ F, ψ A • det A := by
      ext B
      by_cases hB : B ∈ F
      · simp [det, Finset.sum_apply, Pi.single_apply, hB]
      · simp [det, Finset.sum_apply, Pi.single_apply, hB, h B hB]
    rw [e]
    exact Submodule.sum_mem _ fun A hA =>
      Submodule.smul_mem _ _ (Submodule.subset_span ⟨A, Finset.mem_coe.2 hA, rfl⟩)
```

## (g) Invariant selections in general

**Task.** Show that the span of $F$ is $S^2$-invariant exactly when
$$A\in F,\ |B|=|A|\ \Longrightarrow\ B\in F.$$

**Solution.** By (e),
$$(S^2\psi)(B)=\Bigl(n-\frac{n^2}{4}\Bigr)\psi(B)+\sum_{i<j}\psi(\tau_{ij}B).$$
Assume invariance, and suppose $A\in F$ but $B=\tau_{ij}A\notin F$ for some $i<j$. Then $B\ne A$, so $(S^2D_A)(B)$ counts the pairs $a<b$ with $\tau_{ab}B=A$. The pair $(i,j)$ is one of them, so the amplitude is at least 1, contradicting (f). Hence $F$ is closed under transpositions and therefore under all permutations. A bijection between two sets of equal size extends to a permutation of the orbitals, which gives the condition.

Conversely, let $\psi$ vanish outside $F$ and let $B\notin F$. Each $\tau_{ij}B$ has the size of $B$, so it is not in $F$ either, and every term vanishes.

In Lean, `happ` is the amplitude formula, `hs` the transposition step and `hp` its extension to permutations. The amplitudes are written as natural numbers, so a zero sum forces every term to be zero.

```lean
/-- A selection spans an `S²`-invariant space exactly when, with each determinant, it contains
all determinants having the same number of up spins. -/
theorem spinInvariant_iff_sectors (F : Finset (Finset (Fin n))) :
    SpinInvariant F ↔ ∀ A ∈ F, ∀ B : Finset (Fin n), B.card = A.card → B ∈ F := by
  have happ : ∀ (ψ : SpinState n) B, totalSpinSq ψ B = ((n : ℂ) - (n : ℂ) ^ 2 / 4) * ψ B +
      ∑ i, ∑ j with i < j, ψ (swapSpins i j B) := fun ψ B => by
    rw [totalSpinSq_eq]
    simp only [LinearMap.add_apply, LinearMap.smul_apply, Module.End.one_apply,
      LinearMap.sum_apply, Pi.add_apply, Pi.smul_apply, Finset.sum_apply, smul_eq_mul,
      exchange, configOp, LinearMap.coe_mk, AddHom.coe_mk, one_mul]
  constructor
  · intro h
    -- exchange amplitudes are non-negative, so they cannot cancel
    have hs : ∀ A ∈ F, ∀ i j, i < j → swapSpins i j A ∈ F := by
      intro A hA i j hij
      by_contra hB
      have hne : swapSpins i j A ≠ A := fun e => hB (by rw [e]; exact hA)
      have h0 := mem_selectedSpace.1
        (h (det A) (Submodule.subset_span ⟨A, Finset.mem_coe.2 hA, rfl⟩)) _ hB
      have hc : ∀ X, det A X = ((if X = A then 1 else 0 : ℕ) : ℂ) := fun X => by
        simp [det, Pi.single_apply]
      rw [happ] at h0
      simp only [hc] at h0
      rw [if_neg hne, Nat.cast_zero, mul_zero, zero_add] at h0
      have h1 : ∑ a, ∑ b with a < b,
          (if swapSpins a b (swapSpins i j A) = A then 1 else 0 : ℕ) = 0 := by
        exact_mod_cast h0
      have h2 := Finset.sum_eq_zero_iff.1 (Finset.sum_eq_zero_iff.1 h1 i (Finset.mem_univ i)) j
        (by simp [hij])
      have h3 : swapSpins i j (swapSpins i j A) = A := by
        ext l
        simp only [swapSpins, Finset.mem_map_equiv, Equiv.symm_swap, Equiv.swap_apply_self]
      rw [if_pos h3] at h2
      exact one_ne_zero h2
    -- transpositions generate all permutations of the orbitals
    have hp : ∀ f : Equiv.Perm (Fin n), ∀ A ∈ F, A.map f.toEmbedding ∈ F := by
      intro f A hA
      refine Equiv.Perm.swap_induction_on f ?_ ?_
      · have e : A.map (Equiv.toEmbedding (1 : Equiv.Perm (Fin n))) = A := Finset.map_refl
        rwa [e]
      · intro g x y hxy hg
        have e : A.map (Equiv.toEmbedding (Equiv.swap x y * g)) =
            swapSpins x y (A.map g.toEmbedding) := by
          rw [swapSpins, Finset.map_map]; rfl
        rw [e]
        rcases lt_or_gt_of_ne hxy with hlt | hlt
        · exact hs _ hg x y hlt
        · have hc := hs _ hg y x hlt
          rwa [swapSpins, Equiv.swap_comm] at hc
    intro A hA B hB
    let e : {x // x ∈ A} ≃ {x // x ∈ B} := Finset.equivOfCardEq hB.symm
    have he : A.map e.extendSubtype.toEmbedding = B := by
      refine Finset.eq_of_subset_of_card_le (fun x hx => ?_) ?_
      · obtain ⟨a, ha, rfl⟩ := Finset.mem_map.1 hx
        exact e.extendSubtype_mem a ha
      · rw [Finset.card_map]; exact hB.le
    rw [← he]
    exact hp _ A hA
  · intro h ψ hψ
    rw [mem_selectedSpace] at hψ ⊢
    intro B hB
    rw [happ, hψ B hB, mul_zero, zero_add]
    refine Finset.sum_eq_zero fun i _ => Finset.sum_eq_zero fun j _ => hψ _ fun hm => hB ?_
    exact h _ hm B (by rw [swapSpins, Finset.card_map])
```

## (h) Fixed number of up spins

**Task.** Let every member of $F$ have $k$ elements. Show that its span is $S^2$-invariant exactly when
$$F=\varnothing\quad\text{or}\quad F=\{A:|A|=k\}.$$

**Solution.** If $F$ has a member, (g) adds every other $k$-element set. Both listed families satisfy the condition in (g). The hypothesis `hF` fixes the spin projection at $k-n/2$.

```lean
/-- A selection of determinants with `k` up spins spans an `S²`-invariant space exactly when it
is empty or contains every determinant with `k` up spins. -/
theorem spinInvariant_iff (k : ℕ) (F : Finset (Finset (Fin n)))
    (hF : F ⊆ Finset.powersetCard k Finset.univ) :
    SpinInvariant F ↔ F = ∅ ∨ F = Finset.powersetCard k Finset.univ := by
  rw [spinInvariant_iff_sectors]
  constructor
  · intro h
    rcases F.eq_empty_or_nonempty with h0 | ⟨A, hA⟩
    · exact Or.inl h0
    · refine Or.inr (Finset.Subset.antisymm hF fun B hB => h A hA B ?_)
      rw [(Finset.mem_powersetCard.1 hB).2, (Finset.mem_powersetCard.1 (hF hA)).2]
  · rintro (h | h) A hA B hB
    · rw [h] at hA
      exact absurd hA (Finset.notMem_empty A)
    · rw [h] at hA ⊢
      exact Finset.mem_powersetCard.2
        ⟨Finset.subset_univ B, hB.trans (Finset.mem_powersetCard.1 hA).2⟩
```

## (i) The number of determinants

**Task.** Show that a nonempty invariant selection as in (h) has $|F|=\binom nk$.

**Solution.** By (h) it consists of all $k$-element subsets of $n$ orbitals.

```lean
/-- A nonempty selection of determinants with `k` up spins whose span is `S²`-invariant has
`n` choose `k` members. -/
theorem card_of_spinInvariant (k : ℕ) (F : Finset (Finset (Fin n)))
    (hF : F ⊆ Finset.powersetCard k Finset.univ) (hne : F.Nonempty) (h : SpinInvariant F) :
    F.card = n.choose k := by
  rcases (spinInvariant_iff k F hF).1 h with h0 | h0
  · exact absurd h0 hne.ne_empty
  · rw [h0, Finset.card_powersetCard, Finset.card_univ, Fintype.card_fin]

end

end SelectedCISpin
```

```lean
#print axioms SelectedCISpin.spinInvariant_iff_sectors
#print axioms SelectedCISpin.card_of_spinInvariant
```

```
'SelectedCISpin.spinInvariant_iff_sectors' depends on axioms: [propext, Classical.choice, Quot.sound]
'SelectedCISpin.card_of_spinInvariant' depends on axioms: [propext, Classical.choice, Quot.sound]
```

## Mixed projections, other couplings and truncation

Without the fixed $k$, (h) fails. For $n=2$, take $F=\{\varnothing,\{0,1\}\}$. Both determinants are triplet states with $S^2=2$, so the span is invariant, yet $F$ is neither empty nor a full family for any single $k$.

The no-cancellation argument also applies by hand to $a\mathbf 1+\sum_{i<j}J_{ij}P_{ij}$ with all $J_{ij}>0$, and gives the same invariant selections.

For selected configuration interaction within one spatial configuration of singly occupied orbitals, discarding some but not all determinants of a fixed spin projection destroys $S^2$ invariance of the space. Individual spin eigenstates may still survive in it. Selections that mix different spatial occupations are not treated.
